# For |x| < |w|, the inverse power 1/(w − x)^(l+1) is the sum of a convergent power series in x

Over the complex numbers, inverse powers of w − x are, up to constant factors, the complex potentials of ideal multipoles placed at w in the plane, and the lemma expands them about the origin. It is stated for any complete normed field: if ‖x‖ < ‖w‖ and l is a natural number, the terms C(k+l, k) xᵏ / w^(k+l+1), taken over all k ≥ 0, sum to 1/(w − x)^(l+1). The attempt takes Mathlib's series for 1/(1 − r)^(l+1) with r = x/w and multiplies it by 1/w^(l+1). It then tries to match the result with the stated series term by term.

Lean 4 with Mathlib refuses this proof:

```lean
import Mathlib

noncomputable section

namespace PlanarMultipoleToLocal

/-- The negative binomial series: the expansion of `1 / (w - x) ^ (l + 1)` in powers of `x`
for `|x| < |w|`. -/
theorem hasSum_inv_pow {K : Type*} [NormedField K] [CompleteSpace K] {w x : K}
    (h : ‖x‖ < ‖w‖) (l : ℕ) :
    HasSum (fun k : ℕ => ((k + l).choose k : K) / w ^ (k + l + 1) * x ^ k)
      (1 / (w - x) ^ (l + 1)) := by
  have hb : 0 < ‖w‖ := lt_of_le_of_lt (norm_nonneg x) h
  have hw : w ≠ 0 := norm_pos_iff.1 hb
  have hr : ‖x / w‖ < 1 := by
    rw [norm_div]
    exact (div_lt_one hb).2 h
  have e0 : w * (x / w) = x := by
    rw [div_eq_mul_inv, mul_left_comm, mul_inv_cancel₀ hw, mul_one]
  have e : w * (1 - x / w) = w - x := by rw [mul_sub, mul_one, e0]
  have hv : 1 / w ^ (l + 1) * (1 / (1 - x / w) ^ (l + 1)) = 1 / (w - x) ^ (l + 1) := by
    rw [← e, mul_pow, div_mul_div_comm, mul_one]
  have h1 := (hasSum_choose_mul_geometric_of_norm_lt_one l hr).mul_left (1 / w ^ (l + 1))
  rw [hv] at h1
  convert h1 using 1
  funext k
  rw [Nat.choose_symm_add, div_pow, add_assoc, pow_add]
  generalize w ^ (l + 1) = W
  generalize ((k + l).choose l : K) = C
  ring

end PlanarMultipoleToLocal
```

Lean reports:

```
Main.lean:26:2: error: Tactic `apply` failed: could not unify the conclusion of `@funext`
  ?f = ?g
with the goal
  Field.toSemifield.toDivisionSemiring.toAddCommMonoid =
    CommRing.toNonUnitalCommRing.toNonUnitalNonAssocCommRing.toNonUnitalNonAssocSemiring.toAddCommMonoid

Note: The full type of `@funext` is
  ∀ {α : Sort ?u.187} {β : α → Sort ?u.186} {f g : (x : α) → β x}, (∀ (x : α), f x = g x) → f = g

case e'_3
K : Type u_1
inst✝¹ : NormedField K
inst✝ : CompleteSpace K
w x : K
h : ‖x‖ < ‖w‖
l : ℕ
hb : 0 < ‖w‖
hw : w ≠ 0
hr : ‖x / w‖ < 1
e0 : w * (x / w) = x
e : w * (1 - x / w) = w - x
hv : 1 / w ^ (l + 1) * (1 / (1 - x / w) ^ (l + 1)) = 1 / (w - x) ^ (l + 1)
h1 : HasSum (fun i => 1 / w ^ (l + 1) * (↑((i + l).choose l) * (x / w) ^ i)) (1 / (w - x) ^ (l + 1))
⊢ Field.toSemifield.toDivisionSemiring.toAddCommMonoid =
    CommRing.toNonUnitalCommRing.toNonUnitalNonAssocCommRing.toNonUnitalNonAssocSemiring.toAddCommMonoid
```

The repair, with which the file compiles:

```diff
@@ -23,10 +23,13 @@
   have h1 := (hasSum_choose_mul_geometric_of_norm_lt_one l hr).mul_left (1 / w ^ (l + 1))
   rw [hv] at h1
-  convert h1 using 1
-  funext k
-  rw [Nat.choose_symm_add, div_pow, add_assoc, pow_add]
-  generalize w ^ (l + 1) = W
-  generalize ((k + l).choose l : K) = C
-  ring
+  have hf : (fun k : ℕ => ((k + l).choose k : K) / w ^ (k + l + 1) * x ^ k)
+      = fun k : ℕ => 1 / w ^ (l + 1) * (((k + l).choose l : K) * (x / w) ^ k) := by
+    funext k
+    rw [Nat.choose_symm_add, div_pow, add_assoc, pow_add]
+    generalize w ^ (l + 1) = W
+    generalize ((k + l).choose l : K) = C
+    ring
+  rw [hf]
+  exact h1
 
 end PlanarMultipoleToLocal
```

What went wrong. The message says that `funext` was given a goal it cannot treat. `funext` proves that two functions are equal, but the goal it met after `convert h1 using 1` equates two `AddCommMonoid` structures on `K`, one reached through `Field` and the other through `CommRing`. `convert` had compared the two `HasSum` statements argument by argument and left this equality of instances as a goal, so `funext k` did not reach the series terms.

The repair states the equality of the two term functions separately, as `hf`. There `funext k` has the right kind of goal, and the old algebraic steps are moved under it unchanged. `rw [hf]` then puts the terms of the main goal in the form they have in `h1`, and `exact h1` closes it. The two structures are equal by definition, which `exact` can check by unfolding, so they need no separate proof.
